# For \(p^3\), \(L_+\) annihilates \(x[1^+,0^+,0^-]+y[1^+,-1^+,1^-]\) exactly when \(x+y=0\)

Three-electron states are described here within the larger space of all complex amplitudes over ordered triples of spin-orbitals, which also contains functions that are not antisymmetric. Antisymmetry enters through the states, which are built from Slater determinants \([u,v,w]\). The two determinants of interest are

\[
a=[1^+,0^+,0^-],\qquad b=[1^+,-1^+,1^-],
\]

where the number is the magnetic quantum number \(m\) of a p orbital and the superscript the spin direction. The operator \(L_+\) is the orbital raising operator summed over the three electrons. Both have \(M_L=1\) and \(M_S=\tfrac12\). The theorems carry no assumptions beyond \(x,y\in\mathbb C\); the physical hypotheses sit in the definitions.

## Six orthonormal spin-orbitals

The first index 0, 1, 2 of a `SpinOrbital` means \(m=1,0,-1\), and the second index 0, 1 means spin up, down. The scalar product of two three-electron amplitudes is `star φ ⬝ᵥ ψ`, the sum of \(\overline{\varphi}\,\psi\) over all triples. With the corresponding sum over single spin-orbitals, the six one-electron states `ket x` are orthonormal.

By hand and in `dets_orthonormal`, this makes \(a\) and \(b\) orthonormal. If \(a\) and \(b\) were normalised but not orthogonal, \((a-b)/\sqrt2\) would have squared norm \(1-\mathrm{Re}\langle a|b\rangle\), which differs from 1 unless the overlap is purely imaginary.

```lean
import Mathlib

open Matrix

namespace PCubedDoublets

noncomputable section

/-- Spin-orbitals of a p shell: the first index 0, 1, 2 stands for m = 1, 0, -1,
the second index 0, 1 for spin up, down. -/
abbrev SpinOrbital := Fin 3 × Fin 2

/-- Complex amplitudes over ordered triples of spin-orbitals, antisymmetric or not. -/
abbrev Wave := SpinOrbital × SpinOrbital × SpinOrbital → ℂ

/-- The number √2, as a complex number. -/
def rt2 : ℂ := ((Real.sqrt 2 : ℝ) : ℂ)

/-- The normalisation factor 1/√(3!) of a three-electron determinant. -/
def norm3 : ℂ := (((Real.sqrt 6)⁻¹ : ℝ) : ℂ)

/-- The one-electron state that occupies the spin-orbital `x`. -/
def ket (x : SpinOrbital) : SpinOrbital → ℂ := fun y => if y = x then 1 else 0
```

## The ladder elements of a p shell

With \(\hbar=1\), the orbital raising element is \(\sqrt{l(l+1)-m(m+1)}\). For \(l=1\) it equals \(\sqrt2\) for both \(-1\to0\) and \(0\to1\), and \(m=1\) is the top. These values are put into the matrices, not derived from spherical harmonics. Since the index runs against \(m\), `lPlus` lowers the index by one.

The derivation uses the equality of the two elements to get \(x+y\); the proof uses it through `orbital_action`. In a d shell \(m=1\) could be raised further, \(L_+a\) and \(L_+b\) would be linearly independent, and only \(x=y=0\) would give zero.

```lean
/-- One-electron orbital raising operator, with matrix elements √2 between neighbouring m. -/
def lPlus : Matrix SpinOrbital SpinOrbital ℂ :=
  fun x y => if x.1.val + 1 = y.1.val ∧ x.2 = y.2 then rt2 else 0

/-- One-electron orbital lowering operator. -/
def lMinus : Matrix SpinOrbital SpinOrbital ℂ :=
  fun x y => if y.1.val + 1 = x.1.val ∧ x.2 = y.2 then rt2 else 0

/-- One-electron operator of the z component of orbital angular momentum. -/
def lZ : Matrix SpinOrbital SpinOrbital ℂ :=
  fun x y => if x = y then 1 - (x.1.val : ℂ) else 0

/-- One-electron spin raising operator. -/
def sPlus : Matrix SpinOrbital SpinOrbital ℂ :=
  fun x y => if x.1 = y.1 ∧ x.2.val + 1 = y.2.val then 1 else 0

/-- One-electron spin lowering operator. -/
def sMinus : Matrix SpinOrbital SpinOrbital ℂ :=
  fun x y => if x.1 = y.1 ∧ y.2.val + 1 = x.2.val then 1 else 0

/-- One-electron operator of the z component of spin. -/
def sZ : Matrix SpinOrbital SpinOrbital ℂ :=
  fun x y => if x = y then 1 / 2 - (x.2.val : ℂ) else 0
```

## Antisymmetry

A determinant is the signed sum of six products, divided by \(\sqrt6\). It vanishes when two columns agree, which is the Pauli principle. The derivation uses this whenever a ladder operator moves an electron into an occupied spin-orbital; the proof uses it through `slater_rules`.

For plain products in place of determinants, raising the first state would leave an extra term with two electrons in \(1^+\). Its coefficient is \(\sqrt2\,x\), so the sum would vanish only for \(x=y=0\).

```lean
/-- The product of three one-electron states. -/
def hartree (u v w : SpinOrbital → ℂ) : Wave := fun x => u x.1 * v x.2.1 * w x.2.2

/-- The Slater determinant [u, v, w]. -/
def slater (u v w : SpinOrbital → ℂ) : Wave :=
  norm3 • (hartree u v w + hartree v w u + hartree w u v
    - hartree v u w - hartree u w v - hartree w v u)
```

## Operators summed over all electrons

`total T` lets the one-electron matrix \(T\) act on each electron in turn and adds the results. `square` then forms \(\tfrac12(J_+J_-+J_-J_+)+J_z^2\) from such totals, so the eigenvalues of \(L^2\) and \(S^2\) are calculated, not put in by hand.

This gives the rule that a total operator acts on a determinant one column at a time, proved as `total_slater`. An operator on electron 1 alone would in general destroy antisymmetry, and the rule would fail.

```lean
/-- The total operator: the one-electron operator `T` summed over the three electrons. -/
def total (T : Matrix SpinOrbital SpinOrbital ℂ) : Wave →ₗ[ℂ] Wave where
  toFun ψ := fun x => ∑ s, (T x.1 s * ψ (s, x.2.1, x.2.2)
    + T x.2.1 s * ψ (x.1, s, x.2.2) + T x.2.2 s * ψ (x.1, x.2.1, s))
  map_add' φ ψ := by
    ext x
    simp only [Pi.add_apply, ← Finset.sum_add_distrib]
    exact Finset.sum_congr rfl fun s _ => by ring
  map_smul' c ψ := by
    ext x
    simp only [Pi.smul_apply, smul_eq_mul, RingHom.id_apply, Finset.mul_sum]
    exact Finset.sum_congr rfl fun s _ => by ring

/-- The operator ½(J₊J₋ + J₋J₊) + J_z², where J₊, J₋ and J_z are the totals of `P`, `M` and `Z`. It
is the squared total angular momentum when `P`, `M` and `Z` are the one-electron raising, lowering
and z operators of an angular momentum. -/
def square (P M Z : Matrix SpinOrbital SpinOrbital ℂ) : Module.End ℂ Wave :=
  (1 / 2 : ℂ) • (total P * total M + total M * total P) + total Z * total Z
```

## The order of the columns

Swapping two columns of \(b\) changes its sign. The condition \(x+y=0\) therefore belongs to the order written in `detB`; with \([1^+,1^-,-1^+]\) it would read \(x-y=0\), and the two combinations below would exchange their roles. The derivation and the proof both use the order when they identify \(L_+a\) with \(L_+b\), sign included.

```lean
/-- The determinant a = [1+, 0+, 0-]. -/
def detA : Wave := slater (ket (0, 0)) (ket (1, 0)) (ket (1, 1))

/-- The determinant b = [1+, -1+, 1-]. -/
def detB : Wave := slater (ket (0, 0)) (ket (2, 0)) (ket (0, 1))

/-- The combination (a - b)/√2. -/
def stateP : Wave := rt2⁻¹ • (detA - detB)

/-- The combination (a + b)/√2. -/
def stateD : Wave := rt2⁻¹ • (detA + detB)
```

## Both determinants are raised to the same one

Acting column by column,

\[
L_+a=\sqrt2\,[1^+,1^+,0^-]+\sqrt2\,[1^+,0^+,1^-]=\sqrt2\,[1^+,0^+,1^-],
\]
\[
L_+b=\sqrt2\,[1^+,0^+,1^-].
\]

Hence \(L_+(xa+yb)=\sqrt2\,(x+y)\,[1^+,0^+,1^-]\). The determinant on the right has three different columns and is non-zero, so the result vanishes exactly when \(x+y=0\).

The first lemmas supply the rules: the squares of the numerical factors, the action on single spin-orbitals (checked entry by entry), the behaviour of determinants, and the column rule. The last is proved for simple products and then carried over to their signed sum by linearity.

```lean
/-- The factors √2 and 1/√6 are real, with squares 2 and 1/6. -/
theorem factors : rt2 * rt2 = 2 ∧ star rt2 = rt2 ∧
    norm3 * norm3 = 1 / 6 ∧ star norm3 = norm3 := by
  refine ⟨?_, Complex.conj_ofReal _, ?_, Complex.conj_ofReal _⟩
  · rw [rt2, ← Complex.ofReal_mul, Real.mul_self_sqrt (by norm_num)]
    norm_num
  · rw [norm3, ← Complex.ofReal_mul, ← mul_inv, Real.mul_self_sqrt (by norm_num)]
    norm_num

/-- Action of the orbital operators l₊, l₋ and l_z on the p spin-orbitals. -/
theorem orbital_action (s : Fin 2) :
    lPlus *ᵥ ket (0, s) = 0 ∧ lPlus *ᵥ ket (1, s) = rt2 • ket (0, s) ∧
    lPlus *ᵥ ket (2, s) = rt2 • ket (1, s) ∧ lMinus *ᵥ ket (0, s) = rt2 • ket (1, s) ∧
    lMinus *ᵥ ket (1, s) = rt2 • ket (2, s) ∧ lMinus *ᵥ ket (2, s) = 0 ∧
    lZ *ᵥ ket (0, s) = (1 : ℂ) • ket (0, s) ∧ lZ *ᵥ ket (1, s) = 0 ∧
    lZ *ᵥ ket (2, s) = (-1 : ℂ) • ket (2, s) := by
  have col : ∀ (T : Matrix SpinOrbital SpinOrbital ℂ) x, T *ᵥ ket x = fun y => T y x := by
    intro T x
    ext y
    simp [Matrix.mulVec, dotProduct, ket]
  simp only [col]
  refine ⟨?_, ?_, ?_, ?_, ?_, ?_, ?_, ?_, ?_⟩ <;> ext ⟨j, t⟩ <;> fin_cases j <;>
    fin_cases s <;> fin_cases t <;> norm_num [lPlus, lMinus, lZ, ket, Fin.ext_iff]

/-- Action of the spin operators s₊, s₋ and s_z on the p spin-orbitals. -/
theorem spin_action (i : Fin 3) :
    sPlus *ᵥ ket (i, 0) = 0 ∧ sPlus *ᵥ ket (i, 1) = ket (i, 0) ∧
    sMinus *ᵥ ket (i, 0) = ket (i, 1) ∧ sMinus *ᵥ ket (i, 1) = 0 ∧
    sZ *ᵥ ket (i, 0) = (1 / 2 : ℂ) • ket (i, 0) ∧
    sZ *ᵥ ket (i, 1) = (-1 / 2 : ℂ) • ket (i, 1) := by
  have col : ∀ (T : Matrix SpinOrbital SpinOrbital ℂ) x, T *ᵥ ket x = fun y => T y x := by
    intro T x
    ext y
    simp [Matrix.mulVec, dotProduct, ket]
  simp only [col]
  refine ⟨?_, ?_, ?_, ?_, ?_, ?_⟩ <;> ext ⟨j, t⟩ <;> fin_cases j <;>
    fin_cases i <;> fin_cases t <;> norm_num [sPlus, sMinus, sZ, ket]

/-- A determinant is homogeneous in each column, and vanishes if a column is zero or
if two columns are equal (Pauli principle). -/
theorem slater_rules :
    (∀ (c : ℂ) u v w, slater (c • u) v w = c • slater u v w) ∧
    (∀ (c : ℂ) u v w, slater u (c • v) w = c • slater u v w) ∧
    (∀ (c : ℂ) u v w, slater u v (c • w) = c • slater u v w) ∧
    (∀ v w, slater 0 v w = 0) ∧ (∀ u w, slater u 0 w = 0) ∧ (∀ u v, slater u v 0 = 0) ∧
    (∀ u w, slater u u w = 0) ∧ (∀ u w, slater u w u = 0) ∧ (∀ u w, slater w u u = 0) := by
  refine ⟨fun c u v w => ?_, fun c u v w => ?_, fun c u v w => ?_, fun v w => ?_,
    fun u w => ?_, fun u v => ?_, fun u w => ?_, fun u w => ?_, fun u w => ?_⟩ <;>
  · ext ⟨p, q, r⟩
    simp only [slater, hartree, Pi.smul_apply, Pi.add_apply, Pi.sub_apply, Pi.zero_apply,
      smul_eq_mul]
    ring

/-- A total one-electron operator acts on a determinant one column at a time. -/
theorem total_slater (T : Matrix SpinOrbital SpinOrbital ℂ) (u v w : SpinOrbital → ℂ) :
    total T (slater u v w) =
      slater (T *ᵥ u) v w + slater u (T *ᵥ v) w + slater u v (T *ᵥ w) := by
  -- first for simple products, then for their antisymmetrised sum
  have h : ∀ u v w, total T (hartree u v w) =
      hartree (T *ᵥ u) v w + hartree u (T *ᵥ v) w + hartree u v (T *ᵥ w) := by
    intro u v w
    ext ⟨p, q, r⟩
    simp only [total, LinearMap.coe_mk, AddHom.coe_mk, hartree, Pi.add_apply, Matrix.mulVec,
      dotProduct, Finset.sum_mul, Finset.mul_sum, ← Finset.sum_add_distrib]
    exact Finset.sum_congr rfl fun s _ => by ring
  simp only [slater, map_smul, map_add, map_sub, h]
  module
```

For the scalar products, each determinant has six non-zero amplitudes \(\pm1/\sqrt6\), so its squared norm is \(6\cdot\tfrac16=1\). The determinants \(a\) and \(b\) occupy different sets of spin-orbitals, so no triple contributes to both and \(\langle a|b\rangle=0\). In the proof, `pick` shows that a product of basis states selects one amplitude, and `amp` extends this to determinants.

```lean
/-- The determinants a and b are orthonormal. -/
theorem dets_orthonormal : star detA ⬝ᵥ detA = 1 ∧ star detB ⬝ᵥ detB = 1 ∧
    star detA ⬝ᵥ detB = 0 ∧ star detB ⬝ᵥ detA = 0 := by
  obtain ⟨-, -, hn, hs⟩ := factors
  -- a product of basis states picks out one amplitude
  have pick : ∀ i j k (ψ : Wave),
      star (hartree (ket i) (ket j) (ket k)) ⬝ᵥ ψ = ψ (i, j, k) := by
    intro i j k ψ
    rw [dotProduct, Finset.sum_eq_single (i, j, k)]
    · simp [hartree, ket]
    · rintro ⟨p, q, r⟩ - h
      by_cases h1 : p = i <;> by_cases h2 : q = j <;> by_cases h3 : r = k <;>
        simp_all [hartree, ket]
    · simp
  have amp : ∀ i j k (ψ : Wave), star (slater (ket i) (ket j) (ket k)) ⬝ᵥ ψ =
      norm3 * (ψ (i, j, k) + ψ (j, k, i) + ψ (k, i, j)
        - ψ (j, i, k) - ψ (i, k, j) - ψ (k, j, i)) := by
    intro i j k ψ
    simp only [slater, star_smul, star_add, star_sub, smul_dotProduct, add_dotProduct,
      sub_dotProduct, pick, hs, smul_eq_mul]
  refine ⟨?_, ?_, ?_, ?_⟩
  · rw [detA, amp]
    simp [slater, hartree, ket]
    linear_combination 6 * hn
  · rw [detB, amp]
    simp [slater, hartree, ket]
    linear_combination 6 * hn
  · rw [detA, amp]
    simp [detB, slater, hartree, ket]
  · rw [detB, amp]
    simp [detA, slater, hartree, ket]
```

In the next theorem, `key` is the formula for \(L_+(xa+yb)\), and `d0` shows that \([1^+,0^+,1^-]\) is non-zero by reading off one amplitude.

```lean
/-- The total raising operator L₊ annihilates xa + yb exactly when x + y = 0. -/
theorem raising_annihilates_iff (x y : ℂ) :
    total lPlus (x • detA + y • detB) = 0 ↔ x + y = 0 := by
  obtain ⟨h2, -, hn, -⟩ := factors
  have r0 : rt2 ≠ 0 := by
    intro h
    norm_num [h] at h2
  have n0 : norm3 ≠ 0 := by
    intro h
    norm_num [h] at hn
  -- both determinants are raised to the same determinant [1+, 0+, 1-]
  have key : total lPlus (x • detA + y • detB) =
      ((x + y) * rt2) • slater (ket (0, 0)) (ket (1, 0)) (ket (0, 1)) := by
    simp only [detA, detB, map_add, map_smul, total_slater, orbital_action, slater_rules,
      add_zero, zero_add]
    module
  have d0 : slater (ket (0, 0)) (ket (1, 0)) (ket (0, 1)) ≠ 0 := by
    intro h
    have h' := congrFun h ((0, 0), (1, 0), (0, 1))
    simp [slater, hartree, ket, n0] at h'
  rw [key, smul_eq_zero, or_iff_left d0, mul_eq_zero, or_iff_left r0]
```

## \(L^2\) mixes the determinants, \(S^2\) does not

Lowering gives

\[
L_-a=\sqrt2\,[1^+,-1^+,0^-]+\sqrt2\,[1^+,0^+,-1^-],
\]
\[
L_-b=\sqrt2\,[0^+,-1^+,1^-]+\sqrt2\,[1^+,-1^+,0^-].
\]

Raising these again uses

\[
L_+[1^+,-1^+,0^-]=\sqrt2\,(a+b),
\]
\[
L_+[1^+,0^+,-1^-]=\sqrt2\,a,\qquad L_+[0^+,-1^+,1^-]=\sqrt2\,b.
\]

Therefore \(L_+L_-a=4a+2b\) and \(L_+L_-b=2a+4b\). In the other order, \(L_-[1^+,0^+,1^-]=\sqrt2\,(a+b)\), so \(L_-L_+a=L_-L_+b=2a+2b\). With \(L_z^2=1\) on both,

\[
L^2a=\tfrac12(6a+4b)+a=4a+2b,
\]
\[
L^2b=\tfrac12(4a+6b)+b=2a+4b.
\]

For the spin, \(S_+a=S_+b=0\) by the Pauli principle. Lowering gives \(S_-a=[1^-,0^+,0^-]\) and \(S_-b=[1^+,-1^-,1^-]\), and \(S_+\) takes these back to \(a\) and \(b\). With \(S_z^2=\tfrac14\), both have \(S^2=\tfrac12+\tfrac14=\tfrac34\).

The proof performs the same calculation: `simp only` applies the column, ladder and Pauli rules, and `module` collects the coefficients.

```lean
/-- L² mixes a and b, while both are eigenvectors of S² with eigenvalue 3/4. -/
theorem squares_on_dets :
    square lPlus lMinus lZ detA = (4 : ℂ) • detA + (2 : ℂ) • detB ∧
    square lPlus lMinus lZ detB = (2 : ℂ) • detA + (4 : ℂ) • detB ∧
    square sPlus sMinus sZ detA = (3 / 4 : ℂ) • detA ∧
    square sPlus sMinus sZ detB = (3 / 4 : ℂ) • detB := by
  refine ⟨?_, ?_, ?_, ?_⟩ <;>
  · simp only [square, detA, detB, LinearMap.add_apply, LinearMap.smul_apply,
      Module.End.mul_apply, map_add, map_smul, map_zero, total_slater, orbital_action,
      spin_action, slater_rules, smul_add, smul_zero, add_zero, zero_add, smul_smul, factors]
    module
```

## The normalised \({}^2P\) and \({}^2D\) combinations

Subtracting and adding the two \(L^2\) equations gives

\[
L^2(a-b)=2(a-b),\qquad L^2(a+b)=6(a+b).
\]

These are \(L(L+1)\) for \(L=1\) and \(L=2\), and \(S^2=\tfrac34\) holds for both combinations, so they are doublets. By orthonormality,

\[
\left\|\frac{a\pm b}{\sqrt2}\right\|^2=\frac{1+1}{2}=1,\qquad
\left\langle\frac{a+b}{\sqrt2}\,\middle|\,\frac{a-b}{\sqrt2}\right\rangle=\frac{1-1}{2}=0.
\]

In Lean, `stateP` is \((a-b)/\sqrt2\) and `stateD` is \((a+b)/\sqrt2\). Each eigenvalue is stated as an equation between vectors. The proofs insert the results for \(a\) and \(b\), and `h` supplies \((1/\sqrt2)^2=\tfrac12\) for the norms.

```lean
/-- The vector (a - b)/√2 is normalised, has L² = 2 and S² = 3/4, and is orthogonal
to (a + b)/√2. -/
theorem stateP_doublet :
    square lPlus lMinus lZ stateP = (2 : ℂ) • stateP ∧
    square sPlus sMinus sZ stateP = (3 / 4 : ℂ) • stateP ∧
    star stateP ⬝ᵥ stateP = 1 ∧ star stateD ⬝ᵥ stateP = 0 := by
  obtain ⟨la, lb, sa, sb⟩ := squares_on_dets
  obtain ⟨aa, bb, ab, ba⟩ := dets_orthonormal
  obtain ⟨h2, hs, -, -⟩ := factors
  have h : rt2⁻¹ * rt2⁻¹ = 1 / 2 := by
    rw [← mul_inv, h2]
    norm_num
  refine ⟨?_, ?_, ?_, ?_⟩
  · simp only [stateP, map_smul, map_sub, la, lb]
    module
  · simp only [stateP, map_smul, map_sub, sa, sb]
    module
  · simp only [stateP, star_smul, star_sub, smul_dotProduct, dotProduct_smul, sub_dotProduct,
      dotProduct_sub, aa, bb, ab, ba, smul_eq_mul, star_inv₀, hs]
    linear_combination 2 * h
  · simp only [stateP, stateD, star_smul, star_add, smul_dotProduct, dotProduct_smul,
      add_dotProduct, dotProduct_sub, aa, bb, ab, ba, smul_eq_mul, star_inv₀, hs]
    ring

/-- The vector (a + b)/√2 is normalised and has L² = 6 and S² = 3/4. -/
theorem stateD_doublet :
    square lPlus lMinus lZ stateD = (6 : ℂ) • stateD ∧
    square sPlus sMinus sZ stateD = (3 / 4 : ℂ) • stateD ∧
    star stateD ⬝ᵥ stateD = 1 := by
  obtain ⟨la, lb, sa, sb⟩ := squares_on_dets
  obtain ⟨aa, bb, ab, ba⟩ := dets_orthonormal
  obtain ⟨h2, hs, -, -⟩ := factors
  have h : rt2⁻¹ * rt2⁻¹ = 1 / 2 := by
    rw [← mul_inv, h2]
    norm_num
  refine ⟨?_, ?_, ?_⟩
  · simp only [stateD, map_smul, map_add, la, lb]
    module
  · simp only [stateD, map_smul, map_add, sa, sb]
    module
  · simp only [stateD, star_smul, star_add, smul_dotProduct, dotProduct_smul, add_dotProduct,
      dotProduct_add, aa, bb, ab, ba, smul_eq_mul, star_inv₀, hs]
    linear_combination 2 * h

end

end PCubedDoublets
```

```lean
#print axioms PCubedDoublets.raising_annihilates_iff
-- 'PCubedDoublets.raising_annihilates_iff' depends on axioms: [propext, Classical.choice, Quot.sound]
#print axioms PCubedDoublets.stateP_doublet
-- 'PCubedDoublets.stateP_doublet' depends on axioms: [propext, Classical.choice, Quot.sound]
#print axioms PCubedDoublets.stateD_doublet
-- 'PCubedDoublets.stateD_doublet' depends on axioms: [propext, Classical.choice, Quot.sound]
```

In electronic structure, this shows in a small case why a single open-shell determinant may need to be combined with others to have a definite \(L\), here for the angular and spin parts of one p shell only. The model has no radial functions, Hamiltonian or spin-orbit coupling, so it says nothing about term energies. It treats one \((M_L,M_S)\) component of each doublet and does not enumerate all terms of \(p^3\).
